# The mixed transfer map of two left-canonical families does not increase the spectral norm

Take two translation-invariant matrix product states on a ring of $N$ sites. The first has amplitudes $\operatorname{tr}(A^{s_1}\cdots A^{s_N})$, the second $\operatorname{tr}(B^{s_1}\cdots B^{s_N})$, where $s_k$ labels the local state of site $k$. Their overlap is the trace of $E^N$, where $E$ is the linear map

$$E(X)=\sum_s (A^s)^\dagger X B^s .$$

The overlap is therefore a sum of $N$-th powers of eigenvalues of $E$, and an eigenvalue of modulus greater than 1 would be a source of exponential growth with the length of the ring. Can there be one? If both families are left-canonical, meaning $\sum_s (A^s)^\dagger A^s=1$ and likewise for $B$, there cannot. For uniform matrix product states of finite bond dimension, this limits the factor per site that governs their overlap.

## Matrices, families and the map

```lean
import Mathlib

open Matrix
open scoped Matrix.Norms.L2Operator

namespace MixedTransferMap

noncomputable section

variable {S m n : Type*} [Fintype S] [Fintype m] [Fintype n] [DecidableEq m] [DecidableEq n]
```

The type `S` holds the local states of one site, and `m` and `n` label the bond states of the two families. All three are finite. The line with `L2Operator` fixes the meaning of `‖X‖` for a matrix: it is the spectral norm, the largest factor by which $X$ stretches a vector in Euclidean length.

```lean
/-- A family of site matrices `A s` is left-canonical if `∑ s, (A s)ᴴ * A s = 1`. -/
def LeftCanonical (A : S → Matrix n n ℂ) : Prop := ∑ s, (A s)ᴴ * A s = 1
```

A family `A : S → Matrix n n ℂ` assigns a square complex matrix $A^s$, written `A s`, to each local state. The symbol `ᴴ` is the conjugate transpose, $\dagger$ in ordinary notation. `LeftCanonical A` is the statement $\sum_s (A^s)^\dagger A^s=1$. Physically, it says that the site tensor, read as a map from the bond space to the bond space times the local space, preserves length.

```lean
/-- The mixed transfer map `X ↦ ∑ s, (A s)ᴴ * X * B s` of two families of site matrices,
whose bond dimensions may differ. -/
def mixedTransfer (A : S → Matrix m m ℂ) (B : S → Matrix n n ℂ) :
    Module.End ℂ (Matrix m n ℂ) where
  toFun X := ∑ s, (A s)ᴴ * X * B s
  map_add' X Y := by simp [Matrix.mul_add, Matrix.add_mul, Finset.sum_add_distrib]
  map_smul' c X := by simp [Finset.smul_sum]
```

This is $E$. The type `Module.End ℂ (Matrix m n ℂ)` means a complex-linear map from the $m\times n$ matrices to themselves. `toFun` gives the formula, and the other two fields prove that it respects sums and scalar multiples. The two bond dimensions may differ, but both families share the same local states. The definition does not require left-canonicity, which enters as a hypothesis of the theorems.

## Lengths and matrix elements

```lean
/-- A column of amplitudes regarded as a vector with its Euclidean norm. -/
abbrev ket (v : n → ℂ) : EuclideanSpace ℂ n := WithLp.toLp 2 v
```

In Mathlib a bare function `n → ℂ` carries the maximum norm. `ket v` is the same column of numbers with the Euclidean norm $\|v\|=\big(\sum_i|v_i|^2\big)^{1/2}$.

```lean
omit [DecidableEq n] in
/-- The squared norm of a vector is its scalar product with itself. -/
theorem ket_norm_sq (v : n → ℂ) : ((‖ket v‖ ^ 2 : ℝ) : ℂ) = star v ⬝ᵥ v := by
  rw [EuclideanSpace.norm_sq_eq]
  simp [dotProduct, Complex.conj_mul']
```

The expression `star v ⬝ᵥ v` is $v^\dagger v=\sum_i \overline{v_i}\,v_i$, so the statement is $\|v\|^2=v^\dagger v$. The left side carries type annotations because the norm is a real number and the scalar product a complex one.

```lean
omit [DecidableEq m] [DecidableEq n] in
/-- Matrix elements of a sum of matrices are the sums of the matrix elements. -/
theorem element_sum (M : S → Matrix m n ℂ) (u : m → ℂ) (v : n → ℂ) :
    u ⬝ᵥ ((∑ s, M s) *ᵥ v) = ∑ s, u ⬝ᵥ (M s *ᵥ v) :=
  map_sum (AddMonoidHom.mk' (fun M : Matrix m n ℂ => u ⬝ᵥ (M *ᵥ v))
    (fun M N => by rw [Matrix.add_mulVec, dotProduct_add])) M Finset.univ
```

With `*ᵥ` for a matrix acting on a vector, this says $u^{T}\big(\sum_s M^s\big)v=\sum_s u^{T}M^s v$. There is no conjugation here; later uses put `star u` in the place of `u`. The proof observes that $M\mapsto u^{T}Mv$ is additive.

```lean
/-- A left-canonical family preserves the total squared norm: the squared norms of the
vectors `A s *ᵥ v` add up to that of `v`. -/
theorem sum_norm_sq {A : S → Matrix n n ℂ} (hA : LeftCanonical A) (v : n → ℂ) :
    ∑ s, ‖ket (A s *ᵥ v)‖ ^ 2 = ‖ket v‖ ^ 2 := by
  apply Complex.ofReal_injective
  simp only [Complex.ofReal_sum, ket_norm_sq]
  calc ∑ s, star (A s *ᵥ v) ⬝ᵥ (A s *ᵥ v)
      = ∑ s, star v ⬝ᵥ (((A s)ᴴ * A s) *ᵥ v) := by
        refine Finset.sum_congr rfl fun s _ => ?_
        rw [Matrix.star_mulVec, ← Matrix.dotProduct_mulVec, Matrix.mulVec_mulVec]
    _ = star v ⬝ᵥ ((∑ s, (A s)ᴴ * A s) *ᵥ v) := (element_sum _ _ _).symm
    _ = star v ⬝ᵥ v := by
        rw [show ∑ s, (A s)ᴴ * A s = 1 from hA, Matrix.one_mulVec]
```

By hand, for a left-canonical family,

$$\sum_s\|A^s v\|^2=\sum_s v^\dagger (A^s)^\dagger A^s v=v^\dagger\Big(\sum_s (A^s)^\dagger A^s\Big)v=v^\dagger v=\|v\|^2 .$$

The `calc` block has these same steps. The two lines before it move the real equation into the complex numbers and write the squared norms as scalar products. The hypothesis `hA` is used only at the end, to replace the sum by the identity.

## Two uses of Cauchy–Schwarz

```lean
/-- For left-canonical families, a matrix element of the transferred matrix between `u` and `v`
is at most the spectral norm of `X` times the norms of `u` and `v`. -/
theorem element_bound {A : S → Matrix m m ℂ} {B : S → Matrix n n ℂ}
    (hA : LeftCanonical A) (hB : LeftCanonical B) (X : Matrix m n ℂ) (u : m → ℂ) (v : n → ℂ) :
    ‖star u ⬝ᵥ (mixedTransfer A B X *ᵥ v)‖ ≤ ‖X‖ * (‖ket u‖ * ‖ket v‖) := by
  -- Cauchy-Schwarz over the physical index
  have hcs : ∑ s, ‖ket (A s *ᵥ u)‖ * ‖ket (B s *ᵥ v)‖ ≤ ‖ket u‖ * ‖ket v‖ := by
    have h := Finset.sum_mul_sq_le_sq_mul_sq Finset.univ
      (fun s => ‖ket (A s *ᵥ u)‖) (fun s => ‖ket (B s *ᵥ v)‖)
    rw [sum_norm_sq hA, sum_norm_sq hB, ← mul_pow] at h
    exact (le_abs_self _).trans (abs_le_of_sq_le_sq h (by positivity))
  -- Cauchy-Schwarz in the bond space, for each physical index
  have hterm : ∀ s, ‖star u ⬝ᵥ (((A s)ᴴ * X * B s) *ᵥ v)‖
      ≤ ‖X‖ * (‖ket (A s *ᵥ u)‖ * ‖ket (B s *ᵥ v)‖) := by
    intro s
    have e : star u ⬝ᵥ (((A s)ᴴ * X * B s) *ᵥ v)
        = star (A s *ᵥ u) ⬝ᵥ (X *ᵥ (B s *ᵥ v)) := by
      rw [Matrix.star_mulVec, ← Matrix.dotProduct_mulVec]
      simp only [Matrix.mulVec_mulVec, Matrix.mul_assoc]
    have h1 := norm_inner_le_norm (𝕜 := ℂ) (ket (A s *ᵥ u)) (ket (X *ᵥ (B s *ᵥ v)))
    rw [EuclideanSpace.inner_eq_star_dotProduct, dotProduct_comm] at h1
    have h2 : ‖ket (X *ᵥ (B s *ᵥ v))‖ ≤ ‖X‖ * ‖ket (B s *ᵥ v)‖ :=
      Matrix.l2_opNorm_mulVec X (ket (B s *ᵥ v))
    rw [e]
    calc _ ≤ ‖ket (A s *ᵥ u)‖ * ‖ket (X *ᵥ (B s *ᵥ v))‖ := h1
      _ ≤ ‖ket (A s *ᵥ u)‖ * (‖X‖ * ‖ket (B s *ᵥ v)‖) := by gcongr
      _ = _ := by ring
  change ‖star u ⬝ᵥ ((∑ s, (A s)ᴴ * X * B s) *ᵥ v)‖ ≤ _
  rw [element_sum]
  refine (norm_sum_le _ _).trans ((Finset.sum_le_sum fun s _ => hterm s).trans ?_)
  rw [← Finset.mul_sum]
  gcongr
```

The claim is $|u^\dagger E(X)v|\le\|X\|\,\|u\|\,\|v\|$. Moving $(A^s)^\dagger$ to the left vector gives

$$u^\dagger E(X)v=\sum_s (A^s u)^\dagger X (B^s v).$$

Cauchy–Schwarz in the bond space, followed by the defining property of the spectral norm, bounds each term:

$$|(A^s u)^\dagger X(B^s v)|\le\|A^s u\|\,\|X B^s v\|\le\|X\|\,\|A^s u\|\,\|B^s v\| .$$

Cauchy–Schwarz over $s$ then gives

$$\sum_s\|A^s u\|\,\|B^s v\|\le\Big(\sum_s\|A^s u\|^2\Big)^{1/2}\Big(\sum_s\|B^s v\|^2\Big)^{1/2}=\|u\|\,\|v\| ,$$

where the last equality is `sum_norm_sq`, applied once to each family.

In Lean, `hcs` is the inequality over $s$, obtained in squared form and then freed of its squares. `hterm` is the bound on a single term; inside it, `e` moves the matrix across, `h1` is Cauchy–Schwarz and `h2` is the norm bound. The closing lines split the sum with `element_sum`, apply the triangle inequality and combine the two estimates.

```lean
/-- The mixed transfer map of two left-canonical families does not increase the
spectral norm. -/
theorem norm_mixedTransfer_le {A : S → Matrix m m ℂ} {B : S → Matrix n n ℂ}
    (hA : LeftCanonical A) (hB : LeftCanonical B) (X : Matrix m n ℂ) :
    ‖mixedTransfer A B X‖ ≤ ‖X‖ := by
  rw [Matrix.l2_opNorm_def (mixedTransfer A B X)]
  refine ContinuousLinearMap.opNorm_le_bound _ (norm_nonneg X) fun v => ?_
  change ‖ket (mixedTransfer A B X *ᵥ v.ofLp)‖ ≤ ‖X‖ * ‖ket v.ofLp‖
  -- take the matrix element between the image vector and `v`
  have hb := element_bound hA hB X (mixedTransfer A B X *ᵥ v.ofLp) v.ofLp
  rw [← ket_norm_sq, Complex.norm_real, Real.norm_of_nonneg (sq_nonneg _)] at hb
  rcases (norm_nonneg (ket (mixedTransfer A B X *ᵥ v.ofLp))).eq_or_lt with h | h
  · rw [← h]
    positivity
  · exact le_of_mul_le_mul_right (by nlinarith [hb]) h
```

This is the contraction, $\|E(X)\|\le\|X\|$. Let $w=E(X)v$ and choose $u=w$ in the previous bound:

$$\|w\|^2\le\|X\|\,\|w\|\,\|v\| .$$

If $w=0$, then $\|w\|\le\|X\|\,\|v\|$ holds trivially. Otherwise division by $\|w\|$ gives it. Since $v$ was arbitrary, $E(X)$ stretches no vector by more than $\|X\|$.

The call to `opNorm_le_bound` reduces the norm inequality to this statement about every `v`. The inequality `hb` is the displayed one, and `rcases` separates the cases $\|w\|=0$ and $\|w\|>0$.

```lean
/-- Each eigenvalue of the mixed transfer map of two left-canonical families has modulus
at most 1. -/
theorem norm_eigenvalue_le_one {A : S → Matrix m m ℂ} {B : S → Matrix n n ℂ}
    (hA : LeftCanonical A) (hB : LeftCanonical B) {μ : ℂ}
    (hμ : Module.End.HasEigenvalue (mixedTransfer A B) μ) : ‖μ‖ ≤ 1 := by
  obtain ⟨X, hX⟩ := hμ.exists_hasEigenvector
  have h := norm_mixedTransfer_le hA hB X
  rw [hX.apply_eq_smul, norm_smul] at h
  exact le_of_mul_le_mul_right (by linarith) (norm_pos_iff.2 hX.2)
```

If $\mu$ is an eigenvalue, some $X\neq0$ satisfies $E(X)=\mu X$. Then

$$|\mu|\,\|X\|=\|E(X)\|\le\|X\| ,$$

and division by $\|X\|>0$ gives $|\mu|\le1$. `HasEigenvalue` is the usual notion for a linear map. The proof extracts an eigenvector, and `hX.2` is the statement that it is nonzero.

## When an isometry is only multiplied by a phase

```lean
omit [Fintype n] [DecidableEq m] [DecidableEq n] in
/-- If the sum of the positive matrices `(D s)ᴴ * D s` vanishes, every `D s` vanishes. -/
theorem eq_zero_of_sum_gram (D : S → Matrix m n ℂ) (h : ∑ s, (D s)ᴴ * D s = 0) (s : S) :
    D s = 0 := by
  ext i j
  have hj : ∑ s, ∑ i, ‖D s i j‖ ^ 2 = 0 := by
    have h' := congrArg (fun M : Matrix n n ℂ => M j j) h
    simp only [Matrix.sum_apply, Matrix.mul_apply, Matrix.conjTranspose_apply,
      Complex.star_def, Complex.conj_mul', Matrix.zero_apply] at h'
    exact_mod_cast h'
  have h1 := (Finset.sum_eq_zero_iff_of_nonneg
    (fun s _ => Finset.sum_nonneg fun i _ => sq_nonneg ‖D s i j‖)).1 hj s (Finset.mem_univ s)
  have h2 := (Finset.sum_eq_zero_iff_of_nonneg
    (fun i _ => sq_nonneg ‖D s i j‖)).1 h1 i (Finset.mem_univ i)
  simpa using h2
```

Suppose $\sum_s (D^s)^\dagger D^s=0$. The diagonal entry at position $j$ reads

$$\sum_s\sum_i|D^s_{ij}|^2=0 .$$

A sum of non-negative numbers vanishes only if each of them does, so every $D^s_{ij}$ is zero. The proof applies this fact twice, first to the sum over $s$ (`h1`) and then to the sum over $i$ (`h2`).

```lean
/-- For left-canonical families, an isometry `X` and a phase `μ`, the matrix `X` is transferred to
`μ • X` exactly when `X * B s = μ • (A s * X)` for every `s`. -/
theorem isometry_eigen_iff {A : S → Matrix m m ℂ} {B : S → Matrix n n ℂ}
    (hA : LeftCanonical A) (hB : LeftCanonical B) {X : Matrix m n ℂ} (hX : Xᴴ * X = 1)
    {μ : ℂ} (hμ : ‖μ‖ = 1) :
    mixedTransfer A B X = μ • X ↔ ∀ s, X * B s = μ • (A s * X) := by
  have hA' : ∑ s, (A s)ᴴ * A s = 1 := hA
  have hB' : ∑ s, (B s)ᴴ * B s = 1 := hB
  have p1 : star μ * μ = 1 := by
    rw [Complex.star_def, Complex.conj_mul', hμ]
    simp
  have p2 : μ * star μ = 1 := by rw [mul_comm, p1]
  constructor
  · intro h s
    have h' : ∑ s, (A s)ᴴ * X * B s = μ • X := h
    refine sub_eq_zero.1 (eq_zero_of_sum_gram (fun s => X * B s - μ • (A s * X)) ?_ s)
    -- expand the square of the defect
    have hexp : ∀ s, (X * B s - μ • (A s * X))ᴴ * (X * B s - μ • (A s * X))
        = (B s)ᴴ * B s - μ • (((A s)ᴴ * X * B s)ᴴ * X)
          - star μ • (Xᴴ * ((A s)ᴴ * X * B s))
          + (star μ * μ) • (Xᴴ * ((A s)ᴴ * A s) * X) := by
      intro s
      have h1 : Xᴴ * (X * B s) = B s := by rw [← Matrix.mul_assoc, hX, Matrix.one_mul]
      simp only [Matrix.conjTranspose_sub, Matrix.conjTranspose_smul, Matrix.conjTranspose_mul,
        Matrix.conjTranspose_conjTranspose, Matrix.sub_mul, Matrix.mul_sub, Matrix.smul_mul,
        Matrix.mul_smul, Matrix.mul_assoc, h1]
      module
    simp only [hexp]
    rw [Finset.sum_add_distrib, Finset.sum_sub_distrib, Finset.sum_sub_distrib,
      ← Finset.smul_sum, ← Finset.smul_sum, ← Finset.smul_sum, ← Matrix.sum_mul,
      ← Matrix.sum_mul, ← Matrix.mul_sum, ← Matrix.mul_sum, ← Matrix.conjTranspose_sum,
      h', hA', hB']
    simp only [Matrix.conjTranspose_smul, Matrix.smul_mul, Matrix.mul_smul, Matrix.mul_one,
      hX, smul_smul, p1, p2, one_smul]
    abel
  · intro h
    change ∑ s, (A s)ᴴ * X * B s = μ • X
    simp only [Matrix.mul_assoc, h, Matrix.mul_smul]
    rw [← Finset.smul_sum]
    simp only [← Matrix.mul_assoc]
    rw [← Matrix.sum_mul, hA', Matrix.one_mul]
```

Let $X$ be an isometry, $X^\dagger X=1$, and $\mu$ a phase, $|\mu|=1$. The theorem states

$$E(X)=\mu X\iff X B^s=\mu A^s X\ \text{ for every } s .$$

For the forward direction, define the defect $D^s=XB^s-\mu A^sX$. Using $X^\dagger X=1$ in the first term,

$$(D^s)^\dagger D^s=(B^s)^\dagger B^s-\mu\big((A^s)^\dagger XB^s\big)^\dagger X-\bar\mu X^\dagger (A^s)^\dagger XB^s+\bar\mu\mu\,X^\dagger (A^s)^\dagger A^sX .$$

Now sum over $s$. The first term gives $1$ because $B$ is left-canonical. The second gives $-\mu E(X)^\dagger X=-\mu\bar\mu X^\dagger X=-1$, the third $-\bar\mu X^\dagger E(X)=-\bar\mu\mu X^\dagger X=-1$, and the fourth $X^\dagger X=1$ because $A$ is left-canonical. The total is zero, so every $D^s$ vanishes by the preceding lemma.

Conversely, if $XB^s=\mu A^sX$ for every $s$, then

$$E(X)=\sum_s (A^s)^\dagger XB^s=\mu\sum_s (A^s)^\dagger A^sX=\mu X .$$

In the code, `hexp` is the expansion of the square, the rewriting after it carries out the sums, and `abel` checks that $1-1-1+1=0$. The second bullet is the converse.

For a unitary $X=U$ the condition reads $B^s=\mu U^\dagger A^sU$: the two families differ by a change of basis on the bonds and a phase per site. On the ring, the amplitudes then differ only by the factor $\mu^N$. With $A=B$, $X=1$ and $\mu=1$ the condition holds trivially, so for a nonempty bond space the bound $|\mu|\le1$ is attained. The theorem takes the isometry as given; it does not say that every eigenvalue of modulus 1 has an isometric eigenvector.

## Two families with numbers

```lean
/-- Two explicit left-canonical families with bond dimension 2 and two physical states. -/
theorem leftCanonical_witness :
    LeftCanonical ![!![(1 : ℂ), 0; 0, 4 / 5], !![0, 3 / 5; 0, 0]] ∧
      LeftCanonical ![!![(3 / 5 : ℂ), 0; 0, 3 / 5], !![0, 4 / 5; 4 / 5, 0]] := by
  -- real numerals are their own complex conjugates
  have h3 : (starRingEnd ℂ) 3 = 3 := Complex.conj_eq_iff_im.2 (by simp)
  have h4 : (starRingEnd ℂ) 4 = 4 := Complex.conj_eq_iff_im.2 (by simp)
  have h5 : (starRingEnd ℂ) 5 = 5 := Complex.conj_eq_iff_im.2 (by simp)
  constructor <;> unfold LeftCanonical <;> ext i j <;> fin_cases i <;> fin_cases j <;>
    norm_num [Matrix.mul_apply, Fin.sum_univ_succ, Matrix.conjTranspose_apply, h3, h4, h5]

end

end MixedTransferMap
```

The notation `![…]` lists the matrices for $s=0,1$, and `!![…]` writes out a matrix row by row. The first family is

$$A^0=\begin{pmatrix}1&0\\0&4/5\end{pmatrix},\qquad A^1=\begin{pmatrix}0&3/5\\0&0\end{pmatrix},$$

and the second is $B^0=\tfrac35\,1$, $B^1=\tfrac45\,\sigma_x$, with $\sigma_x$ the Pauli matrix. By hand, the sums are

$$\begin{pmatrix}1&0\\0&16/25\end{pmatrix}+\begin{pmatrix}0&0\\0&9/25\end{pmatrix}=1,\qquad \tfrac{9}{25}\,1+\tfrac{16}{25}\,1=1 .$$

Lean compares the matrices entry by entry, after recording that the numerals 3, 4 and 5 are real.

For this pair the mixed map is small enough to diagonalise directly. If $X$ has rows $r_1$ and $r_2$, then $E(X)$ has rows $\tfrac35 r_1$ and $\tfrac{12}{25}(r_2+r_1\sigma_x)$. Its eigenvalues are $\tfrac35$ and $\tfrac{12}{25}$, each twice, so the overlap of these two states on the ring decays exponentially with $N$.

```lean
#print axioms MixedTransferMap.norm_mixedTransfer_le
#print axioms MixedTransferMap.norm_eigenvalue_le_one
#print axioms MixedTransferMap.isometry_eigen_iff
```

```
'MixedTransferMap.norm_mixedTransfer_le' depends on axioms: [propext, Classical.choice, Quot.sound]
'MixedTransferMap.norm_eigenvalue_le_one' depends on axioms: [propext, Classical.choice, Quot.sound]
'MixedTransferMap.isometry_eigen_iff' depends on axioms: [propext, Classical.choice, Quot.sound]
```
